# The thermal variance of a band of displaced harmonic modes exceeds the Marcus value and approaches it on heating

Take finitely many vibrational modes with frequencies $w_i>0$ and Huang–Rhys factors $S_i\ge 0$, at least one of them nonzero. In units $\hbar=k_B=1$, at inverse temperature $\beta>0$, the band variance $\sigma^2(\beta)=\sum_i S_i w_i^2\coth(\beta w_i/2)$ satisfies

$$\frac{2\lambda}{\beta}\;<\;\sigma^2(\beta)\;<\;\frac{2\lambda}{\beta}+\frac{\beta}{6}\sum_i S_i w_i^3,\qquad \lambda=\sum_i S_i w_i .$$

Hence $\beta\sigma^2\to 2\lambda$ as $\beta\to0$ from above, and even the difference $\sigma^2-2\lambda/\beta$ tends to zero. For a band of harmonic modes that are displaced but keep their frequencies and do not mix, with a transition dipole that does not depend on the nuclear positions, and with $\sigma^2$ taken from the spectrum after its frequency prefactor has been divided out, this means that the classical estimate $\lambda\approx\beta\sigma^2/2$ always overestimates the reorganization energy, by less than $\frac{\beta^2}{12}\sum_i S_iw_i^3$.

## The modes and their band

```lean
import Mathlib

open Filter Topology

namespace HuangRhysBandWidth

noncomputable section

variable {ι : Type*} [Fintype ι]
```

The first line loads the mathematical library Mathlib. The symbol `ι` stands for a finite set of mode labels. A family of frequencies is then a function `w : ι → ℝ`, and `w i` is $w_i$. A single mode is the case of one label.

```lean
/-- Bose occupation of a mode of frequency `w` at inverse temperature `β` (units `ħ = k_B = 1`). -/
def occupation (β w : ℝ) : ℝ := (Real.exp (β * w) - 1)⁻¹
```

This is the Bose occupation $n(\beta,w)=1/(e^{\beta w}-1)$, the mean number of quanta in a mode of frequency $w$. The superscript `⁻¹` is the reciprocal.

```lean
/-- Thermal variance of a vibronic band: each mode contributes `S w²` times the sum of its
emission weight `n + 1` and its absorption weight `n`. -/
def bandVariance (S w : ι → ℝ) (β : ℝ) : ℝ :=
  ∑ i, S i * w i ^ 2 * ((occupation β (w i) + 1) + occupation β (w i))
```

In ordinary notation, with $n_i=n(\beta,w_i)$,

$$\sigma^2(\beta)=\sum_i S_i w_i^2\,\bigl[(n_i+1)+n_i\bigr].$$

The Huang–Rhys factor $S_i$ measures how far the equilibrium position of mode $i$ shifts in the electronic transition; it is the mean number of quanta created when the mode starts in its ground state. When the mode starts in thermal equilibrium, the change in its number of quanta is distributed as the difference of two independent Poisson counts, one for emission with mean $S_i(n_i+1)$ and one for absorption with mean $S_in_i$. The modes are independent and each quantum of mode $i$ carries energy $w_i$, so the variances add up to the expression above.

The file takes this formula as its definition and does not derive it from a Hamiltonian. The model behind it has modes that are displaced but keep their frequencies, do not mix and are harmonic, and a transition dipole that does not depend on the nuclear positions. The band is the line-shape function, that is, the absorption or emission spectrum with its frequency prefactor divided out. Only its variance is treated, not its full shape.

```lean
/-- Reorganization energy `λ = ∑ S w` of the modes. -/
def reorganizationEnergy (S w : ι → ℝ) : ℝ := ∑ i, S i * w i
```

The reorganization energy $\lambda=\sum_i S_iw_i$ is the energy released when the modes relax to their new equilibrium positions after a vertical transition.

```lean
/-- Classical Marcus variance `2 λ / β`. -/
def marcusVariance (S w : ι → ℝ) (β : ℝ) : ℝ := 2 * reorganizationEnergy S w / β
```

The Marcus variance $2\lambda/\beta=2\lambda k_BT$ is what classical thermal motion of the same modes gives.

## Two inequalities for hyperbolic functions

```lean
/-- For `x > 0`, `sinh x` lies below `x cosh x`. -/
theorem sinh_lt_mul_cosh {x : ℝ} (hx : 0 < x) : Real.sinh x < x * Real.cosh x := by
  have hd : ∀ y : ℝ, HasDerivAt (fun y : ℝ => y * Real.cosh y - Real.sinh y)
      (y * Real.sinh y) y := fun y =>
    (((hasDerivAt_id' y).fun_mul (Real.hasDerivAt_cosh y)).fun_sub
      (Real.hasDerivAt_sinh y)).congr_deriv (by ring)
  -- the difference vanishes at zero and has positive derivative
  have hm : StrictMonoOn (fun y : ℝ => y * Real.cosh y - Real.sinh y) (Set.Ici 0) := by
    refine strictMonoOn_of_deriv_pos (convex_Ici 0)
      (fun y _ => (hd y).continuousAt.continuousWithinAt) (fun y hy => ?_)
    rw [interior_Ici] at hy
    have hy' : 0 < y := hy
    rw [(hd y).deriv]
    exact mul_pos hy' (Real.sinh_pos_iff.2 hy')
  have h : (0 : ℝ) * Real.cosh 0 - Real.sinh 0 < x * Real.cosh x - Real.sinh x :=
    hm (Set.mem_Ici.2 le_rfl) (Set.mem_Ici.2 hx.le) hx
  rw [Real.sinh_zero, zero_mul] at h
  linarith
```

A theorem in Lean lists its hypotheses, then a colon, then the claim; the proof follows `:=`. Here `hx` is the name of the hypothesis $x>0$, and the claim is $\sinh x<x\cosh x$.

By hand, let $f(y)=y\cosh y-\sinh y$. Then $f(0)=0$ and

$$f'(y)=\cosh y+y\sinh y-\cosh y=y\sinh y>0\quad\text{for }y>0,$$

so $f(x)>f(0)=0$. The proof has the same three steps: `hd` computes the derivative, `hm` concludes that $f$ increases strictly on $[0,\infty)$, and `h` compares the values at $0$ and $x$. The closing `linarith` rearranges a linear inequality.

```lean
/-- For `x > 0`, `x coth x` lies strictly between `1` and `1 + x² / 3`. -/
theorem mul_coth_bounds {x : ℝ} (hx : 0 < x) :
    1 < x * (Real.cosh x / Real.sinh x) ∧
      x * (Real.cosh x / Real.sinh x) < 1 + x * x / 3 := by
  have hs : 0 < Real.sinh x := Real.sinh_pos_iff.2 hx
  have hd : ∀ y : ℝ, HasDerivAt
      (fun y : ℝ => (1 + y * y / 3) * Real.sinh y - y * Real.cosh y)
      (y / 3 * (y * Real.cosh y - Real.sinh y)) y := fun y =>
    ((((((hasDerivAt_id' y).fun_mul (hasDerivAt_id' y)).div_const 3).const_add 1).fun_mul
      (Real.hasDerivAt_sinh y)).fun_sub
      ((hasDerivAt_id' y).fun_mul (Real.hasDerivAt_cosh y))).congr_deriv (by ring)
  -- the previous inequality makes this derivative positive
  have hm : StrictMonoOn
      (fun y : ℝ => (1 + y * y / 3) * Real.sinh y - y * Real.cosh y) (Set.Ici 0) := by
    refine strictMonoOn_of_deriv_pos (convex_Ici 0)
      (fun y _ => (hd y).continuousAt.continuousWithinAt) (fun y hy => ?_)
    rw [interior_Ici] at hy
    have hy' : 0 < y := hy
    rw [(hd y).deriv]
    exact mul_pos (by positivity) (sub_pos.2 (sinh_lt_mul_cosh hy'))
  have h : (1 + (0 : ℝ) * 0 / 3) * Real.sinh 0 - 0 * Real.cosh 0
      < (1 + x * x / 3) * Real.sinh x - x * Real.cosh x :=
    hm (Set.mem_Ici.2 le_rfl) (Set.mem_Ici.2 hx.le) hx
  rw [Real.sinh_zero, zero_mul, mul_zero] at h
  rw [← mul_div_assoc, lt_div_iff₀ hs, div_lt_iff₀ hs]
  exact ⟨by linarith [sinh_lt_mul_cosh hx], by linarith⟩
```

The claim is $1<x\coth x<1+x^2/3$ for $x>0$, with $\coth x$ written as `Real.cosh x / Real.sinh x`. The sign `∧` means "and".

The lower bound is the previous inequality divided by $\sinh x>0$. For the upper bound, let $g(y)=(1+y^2/3)\sinh y-y\cosh y$. Then $g(0)=0$ and

$$g'(y)=\tfrac{2y}{3}\sinh y+\bigl(1+\tfrac{y^2}{3}\bigr)\cosh y-\cosh y-y\sinh y=\tfrac{y}{3}\,(y\cosh y-\sinh y).$$

The bracket is positive for $y>0$ by the previous theorem, so $g(x)>0$. Dividing by $\sinh x$ gives the bound. In Lean, `lt_div_iff₀` and `div_lt_iff₀` clear the denominator `Real.sinh x`, which `hs` shows to be positive.

## From occupation numbers to the hyperbolic cotangent

```lean
/-- The emission and absorption weights of a thermal mode add up to `coth (β w / 2)`. -/
theorem occupation_eq_coth {β w : ℝ} (h : 0 < β * w) :
    (occupation β w + 1) + occupation β w
      = Real.cosh (β * w / 2) / Real.sinh (β * w / 2) := by
  have hE : Real.exp (β * w) = Real.exp (β * w / 2) * Real.exp (β * w / 2) := by
    rw [← Real.exp_add]; congr 1; ring
  have hinv : Real.exp (β * w / 2) * Real.exp (-(β * w / 2)) = 1 := by
    rw [← Real.exp_add, add_neg_cancel, Real.exp_zero]
  have hd : Real.exp (β * w) - 1 ≠ 0 := (sub_pos.2 (Real.one_lt_exp_iff.2 h)).ne'
  have hn : occupation β w * (Real.exp (β * w) - 1) = 1 := inv_mul_cancel₀ hd
  have hs : Real.sinh (β * w / 2) ≠ 0 := (Real.sinh_pos_iff.2 (by linarith)).ne'
  rw [eq_div_iff hs, Real.sinh_eq, Real.cosh_eq]
  rw [hE] at hn
  -- multiply the defining relation of the occupation by `exp (-β w / 2)`
  linear_combination Real.exp (-(β * w / 2)) * hn
    - occupation β w * Real.exp (β * w / 2) * hinv
```

For $\beta w>0$ this is the identity

$$(n+1)+n=\frac{e^{\beta w}+1}{e^{\beta w}-1}=\frac{e^{\beta w/2}+e^{-\beta w/2}}{e^{\beta w/2}-e^{-\beta w/2}}=\coth\frac{\beta w}{2},$$

where the middle step multiplies numerator and denominator by $e^{-\beta w/2}$. Lean works without the fractions. It starts from $n(e^{\beta w}-1)=1$, named `hn`, and multiplies it by $e^{-\beta w/2}$. The tactic `linear_combination` checks that the stated multiples of known equations add up to the goal.

```lean
/-- The band variance is `∑ S w² coth (β w / 2)`. -/
theorem bandVariance_eq_coth (S : ι → ℝ) {w : ι → ℝ} {β : ℝ} (hw : ∀ i, 0 < w i)
    (hβ : 0 < β) : bandVariance S w β =
      ∑ i, S i * w i ^ 2 * (Real.cosh (β * w i / 2) / Real.sinh (β * w i / 2)) :=
  Finset.sum_congr rfl fun i _ => by rw [occupation_eq_coth (mul_pos hβ (hw i))]
```

Applied to each term of the sum, the identity gives $\sigma^2(\beta)=\sum_i S_iw_i^2\coth(\beta w_i/2)$. The signs of the $S_i$ play no role here.

## The variance between two bounds

```lean
/-- At every temperature the band variance strictly exceeds its Marcus value, by less than
`(β / 6) ∑ S w³`. -/
theorem marcus_lt_bandVariance {S w : ι → ℝ} {β : ℝ} (hS : ∀ i, 0 ≤ S i)
    (hS' : ∃ i, 0 < S i) (hw : ∀ i, 0 < w i) (hβ : 0 < β) :
    marcusVariance S w β < bandVariance S w β ∧
      bandVariance S w β < marcusVariance S w β + β / 6 * ∑ i, S i * w i ^ 3 := by
  obtain ⟨j, hj⟩ := hS'
  -- bounds for one mode of unit Huang-Rhys factor
  have key : ∀ i, 2 * w i / β
        < w i ^ 2 * (Real.cosh (β * w i / 2) / Real.sinh (β * w i / 2)) ∧
      w i ^ 2 * (Real.cosh (β * w i / 2) / Real.sinh (β * w i / 2))
        < 2 * w i / β + β / 6 * w i ^ 3 := by
    intro i
    have hwi := hw i
    obtain ⟨h1, h2⟩ := mul_coth_bounds (x := β * w i / 2) (by positivity)
    generalize Real.cosh (β * w i / 2) / Real.sinh (β * w i / 2) = c at h1 h2 ⊢
    have hp : 0 < 2 * w i / β := by positivity
    have e1 : 2 * w i / β * (β * w i / 2 * c) = w i ^ 2 * c := by field_simp
    have e2 : 2 * w i / β * (1 + β * w i / 2 * (β * w i / 2) / 3)
        = 2 * w i / β + β / 6 * w i ^ 3 := by
      have hb : β * β⁻¹ = 1 := mul_inv_cancel₀ hβ.ne'
      rw [div_eq_mul_inv (2 * w i) β]
      linear_combination β * w i ^ 3 / 6 * hb
    have m1 := mul_lt_mul_of_pos_left h1 hp
    have m2 := mul_lt_mul_of_pos_left h2 hp
    rw [e1] at m1 m2
    rw [e2] at m2
    exact ⟨by linarith, m2⟩
  have hM : marcusVariance S w β = ∑ i, S i * (2 * w i / β) := by
    unfold marcusVariance reorganizationEnergy
    rw [Finset.mul_sum, Finset.sum_div]
    exact Finset.sum_congr rfl fun i _ => by ring
  have hU : marcusVariance S w β + β / 6 * ∑ i, S i * w i ^ 3
      = ∑ i, S i * (2 * w i / β + β / 6 * w i ^ 3) := by
    rw [hM, Finset.mul_sum, ← Finset.sum_add_distrib]
    exact Finset.sum_congr rfl fun i _ => by ring
  rw [hU, hM, bandVariance_eq_coth S hw hβ]
  simp only [mul_assoc (S _)]
  exact ⟨Finset.sum_lt_sum (fun i _ => mul_le_mul_of_nonneg_left (key i).1.le (hS i))
      ⟨j, Finset.mem_univ j, mul_lt_mul_of_pos_left (key j).1 hj⟩,
    Finset.sum_lt_sum (fun i _ => mul_le_mul_of_nonneg_left (key i).2.le (hS i))
      ⟨j, Finset.mem_univ j, mul_lt_mul_of_pos_left (key j).2 hj⟩⟩
```

This is the two-sided estimate from the opening. The hypotheses are `hS` ($S_i\ge0$ for all $i$), `hS'` (some $S_i>0$), `hw` ($w_i>0$ for all $i$) and `hβ` ($\beta>0$).

By hand, put $x=\beta w_i/2$ in $1<x\coth x<1+x^2/3$ and multiply by $2w_i/\beta>0$. Since $\frac{2w_i}{\beta}\cdot\frac{\beta w_i}{2}=w_i^2$ and $\frac{2w_i}{\beta}\cdot\frac{\beta^2w_i^2}{12}=\frac{\beta w_i^3}{6}$,

$$\frac{2w_i}{\beta}<w_i^2\coth\frac{\beta w_i}{2}<\frac{2w_i}{\beta}+\frac{\beta}{6}w_i^3 .$$

This is the step `key`. Multiplying by $S_i\ge0$ keeps the inequalities, possibly as equalities, and for the mode $j$ with $S_j>0$ they stay strict. Summing over $i$ gives the claim. The lemma `Finset.sum_lt_sum` expresses this last argument: termwise $\le$, with $<$ in at least one term, gives $<$ for the sums. The steps `hM` and `hU` write the two bounds as sums over modes.

For a numerical instance, take one mode with $S=1$, $w=1$ at $\beta=1$, so that the quantum equals the thermal energy. Then $n=1/(e-1)\approx0.582$ and $\sigma^2=2n+1\approx2.164$. The Marcus value is $2$ and the upper bound is $2+\frac16\approx2.167$. The classical estimate of $\lambda$ would be $1.082$ instead of $1$.

If `hS'` is dropped, the strict inequalities can fail. One mode with $S=0$ and $w=1$ has $\sigma^2=0$, a Marcus value of $0$ and an upper bound of $0$, and $0<0$ is false. In this model, a mode that is not displaced does not broaden the band; a change of its frequency in the transition, which the model leaves out, would broaden it.

## The high-temperature limits

```lean
/-- On heating, the difference between the band variance and its Marcus value tends to zero. -/
theorem tendsto_bandVariance_sub_marcus {S w : ι → ℝ} (hS : ∀ i, 0 ≤ S i)
    (hS' : ∃ i, 0 < S i) (hw : ∀ i, 0 < w i) :
    Tendsto (fun β => bandVariance S w β - marcusVariance S w β) (𝓝[>] 0) (𝓝 0) := by
  have hc : Continuous (fun β : ℝ => β / 6 * ∑ i, S i * w i ^ 3) := by fun_prop
  have hup : Tendsto (fun β : ℝ => β / 6 * ∑ i, S i * w i ^ 3) (𝓝[>] 0)
      (𝓝 ((0 : ℝ) / 6 * ∑ i, S i * w i ^ 3)) :=
    (hc.tendsto 0).mono_left nhdsWithin_le_nhds
  rw [zero_div, zero_mul] at hup
  refine tendsto_of_tendsto_of_tendsto_of_le_of_le' tendsto_const_nhds hup ?_ ?_
  · filter_upwards [self_mem_nhdsWithin] with β hβ
    linarith [(marcus_lt_bandVariance hS hS' hw hβ).1]
  · filter_upwards [self_mem_nhdsWithin] with β hβ
    linarith [(marcus_lt_bandVariance hS hS' hw hβ).2]
```

`Tendsto F a b` says that the function `F` tends to `b` as its argument tends to `a`. The symbol `𝓝[>] 0` means "towards $0$ from above", so here $\beta\to0^+$, which is heating without bound. The claim is $\sigma^2(\beta)-2\lambda/\beta\to0$.

The previous theorem gives

$$0<\sigma^2(\beta)-\frac{2\lambda}{\beta}<\frac{\beta}{6}\sum_i S_iw_i^3,$$

and the right side tends to $0$ because the sum is a fixed number. The difference is squeezed between the two. In the proof, `hup` is the limit of the upper bound, and the two bulleted parts supply the inequalities for $\beta>0$. Both variances grow without bound on heating, yet their difference vanishes.

```lean
/-- The product of `β` and the band variance exceeds twice the reorganization energy at every
temperature and tends to it on heating. -/
theorem high_temperature_band_width {S w : ι → ℝ} (hS : ∀ i, 0 ≤ S i)
    (hS' : ∃ i, 0 < S i) (hw : ∀ i, 0 < w i) :
    (∀ β, 0 < β → 2 * reorganizationEnergy S w < β * bandVariance S w β) ∧
      Tendsto (fun β => β * bandVariance S w β) (𝓝[>] 0)
        (𝓝 (2 * reorganizationEnergy S w)) := by
  have hM : ∀ β : ℝ, 0 < β → β * marcusVariance S w β = 2 * reorganizationEnergy S w :=
    fun β hβ => mul_div_cancel₀ _ hβ.ne'
  constructor
  · intro β hβ
    rw [← hM β hβ]
    exact mul_lt_mul_of_pos_left (marcus_lt_bandVariance hS hS' hw hβ).1 hβ
  · have hid : Tendsto (fun β : ℝ => β) (𝓝[>] 0) (𝓝 0) :=
      tendsto_id.mono_left nhdsWithin_le_nhds
    have h := (hid.mul (tendsto_bandVariance_sub_marcus hS hS' hw)).add_const
      (2 * reorganizationEnergy S w)
    rw [mul_zero, zero_add] at h
    refine h.congr' ?_
    filter_upwards [self_mem_nhdsWithin] with β hβ
    linear_combination -(hM β hβ)
```

The first half states $2\lambda<\beta\sigma^2(\beta)$ for every $\beta>0$: multiply the lower bound by $\beta$. The second half states $\beta\sigma^2(\beta)\to2\lambda$ as $\beta\to0^+$. It follows from

$$\beta\sigma^2(\beta)=\beta\Bigl(\sigma^2(\beta)-\frac{2\lambda}{\beta}\Bigr)+2\lambda,$$

where both factors of the product tend to $0$. Lean forms this limit in `h` and then uses `hM`, which says $\beta\cdot(2\lambda/\beta)=2\lambda$, to identify the two expressions for $\beta>0$. For a single mode the theorem reads $\beta Sw^2\coth(\beta w/2)>2Sw$, with the left side tending to $2Sw$.

## The width that remains on cooling

```lean
/-- On cooling, the band variance tends to `∑ S w²`. -/
theorem tendsto_bandVariance_atTop (S : ι → ℝ) {w : ι → ℝ} (hw : ∀ i, 0 < w i) :
    Tendsto (bandVariance S w) atTop (𝓝 (∑ i, S i * w i ^ 2)) := by
  refine tendsto_finsetSum _ fun i _ => ?_
  have he : Tendsto (fun β : ℝ => Real.exp (β * w i) + -1) atTop atTop :=
    tendsto_atTop_add_const_right atTop (-1)
      (Real.tendsto_exp_atTop.comp (tendsto_id.atTop_mul_const (hw i)))
  have hn : Tendsto (fun β => occupation β (w i)) atTop (𝓝 0) := by
    simp only [occupation, sub_eq_add_neg]
    exact tendsto_inv_atTop_zero.comp he
  have h := ((hn.add_const 1).add hn).const_mul (S i * w i ^ 2)
  rw [zero_add, add_zero, mul_one] at h
  exact h

end

end HuangRhysBandWidth
```

Here `atTop` means $\beta\to\infty$, that is, temperature tending to zero. The claim is $\sigma^2(\beta)\to\sum_iS_iw_i^2$, and it needs only $w_i>0$.

By hand, $e^{\beta w_i}-1\to\infty$, so $n_i\to0$ and $(n_i+1)+n_i\to1$ in each of the finitely many terms. The steps `he` and `hn` are the first two of these limits, and `h` assembles the term. What remains is the variance due to zero-point motion, while the Marcus value $2\lambda/\beta$ goes to zero.

```lean
#print axioms HuangRhysBandWidth.tendsto_bandVariance_sub_marcus
#print axioms HuangRhysBandWidth.high_temperature_band_width
#print axioms HuangRhysBandWidth.tendsto_bandVariance_atTop
```

```
'HuangRhysBandWidth.tendsto_bandVariance_sub_marcus' depends on axioms: [propext, Classical.choice, Quot.sound]
'HuangRhysBandWidth.high_temperature_band_width' depends on axioms: [propext, Classical.choice, Quot.sound]
'HuangRhysBandWidth.tendsto_bandVariance_atTop' depends on axioms: [propext, Classical.choice, Quot.sound]
```
